# The parity eigenvalue, 1 or −1, determines a two-valued label

A two-valued label is given a parity eigenvalue: `true` has the real number 1 and `false` has −1. The lemma says that this assignment is injective, so two labels with the same parity are the same label. No parity operator or state space enters the statement, only the function from labels to numbers. The attempt takes two labels with equal parities, splits into the four combinations of values, and runs one `norm_num` call on both the hypothesis `h` and the goal in each.

As first written in Lean, the proof fails:

```lean
import Mathlib

open Matrix

namespace ParityInjective

variable {n : Type*} [DecidableEq n]

variable [Fintype n]

/-- The parity eigenvalue, `1` or `-1`, of a two-valued label. -/
noncomputable def parity (b : Bool) : ℝ := if b then 1 else -1

/-- The two values of the label have different parity. -/
theorem parity_injective : Function.Injective parity := by
  intro b c h
  cases b <;> cases c <;> norm_num [parity] at h ⊢

end ParityInjective
```

The error:

```
Main.lean:17:26: error: No goals to be solved
Main.lean:17:26: error: No goals to be solved
```

Cause. Both messages point at `norm_num`, and they come from the two cases where the labels differ. There `h` equates 1 and −1 once `parity` is unfolded. `norm_num` reduces this to `False`, which closes the goal at once. But the location `at h ⊢` asks for the goal to be simplified after `h`, and by then no goal is left, hence "No goals to be solved". The mathematics is sound; the call only asks for one step too many.

The repair treats the four cases separately. In the two mixed cases `norm_num [parity] at h` leaves out `⊢`, so the proof ends when the contradiction is found, and this cures both errors. In the other two cases `h` is trivially true and cannot close the goal, which equates a label with itself, so `rfl` proves it. The old call raised no error in these two cases, and using `rfl` there is mere tidying.

This version goes through:

```diff
@@ -15,5 +15,9 @@
 theorem parity_injective : Function.Injective parity := by
   intro b c h
-  cases b <;> cases c <;> norm_num [parity] at h ⊢
+  cases b <;> cases c
+  · rfl
+  · norm_num [parity] at h
+  · norm_num [parity] at h
+  · rfl
 
 end ParityInjective
```
